# Two real orthonormal orbital sets of equal size can be aligned to within the distance of their density matrices

Let \(C\) and \(D\) be real \(n\times k\) matrices with orthonormal columns, \(C^TC=D^TD=1\). Then there is an orthogonal \(k\times k\) matrix \(U\) with

\[
\|C-DU\|\le\|CC^T-DD^T\| ,
\]

where \(\|A\|=\big(\sum_{ij}A_{ij}^2\big)^{1/2}\) is the Frobenius norm. In the other direction, every orthogonal \(U\) satisfies \(\|CC^T-DD^T\|\le\sqrt2\,\|C-DU\|\).

## Comparing orbitals from successive geometries

An electronic-structure calculation at two nearby geometries can return occupied orbitals that look unrelated, because signs and rotations among equally occupied orbitals are arbitrary. If \(C=-D\), the density matrices are identical, yet \(\|C-D\|=2\sqrt k\). Interpolating the coefficients entry by entry would then give zero at the midpoint. Aligning the two sets first avoids this.

With the old orbitals in \(D\) and the new ones in \(C\), the step is short:

1. Form the \(k\times k\) overlap matrix \(M=D^TC\).
2. Compute its singular value decomposition \(M=W\,\mathrm{diag}(s)\,V^T\).
3. Set \(U=WV^T\) and replace \(C\) by \(CU^T\).

Since \(\|CU^T-D\|=\|C-DU\|\), the new orbitals now lie as close to the old ones as the bound states. They span the same occupied space as before, but in general they no longer diagonalise the Fock matrix. For a single determinant of real orbitals in an orthonormal basis, the occupied orbitals can thus be chosen so that they change by no more than the density matrix does, both measured in the Frobenius norm.

## Both distances from the overlap matrix

For real matrices of equal shape,

\[
\|A-B\|^2=\mathrm{tr}(A^TA)+\mathrm{tr}(B^TB)-2\,\mathrm{tr}(B^TA).
\]

Take \(A=C\) and \(B=DU\). Since \((DU)^TDU=U^TU=1\),

\[
\|C-DU\|^2=2k-2\,\mathrm{tr}(U^TM).
\]

For the density matrices, \(\mathrm{tr}(CC^TCC^T)=\mathrm{tr}(C^TC)=k\), and likewise for \(D\). The cross term is \(\mathrm{tr}(DD^TCC^T)=\mathrm{tr}(C^TDD^TC)=\mathrm{tr}(M^TM)\), so

\[
\|CC^T-DD^T\|^2=2k-2\,\mathrm{tr}(M^TM).
\]

**Singular values.** Let the columns of \(V\) be orthonormal eigenvectors of \(M^TM\). The columns of \(MV\) are then mutually orthogonal, and their squared lengths are the eigenvalues \(s_i^2\), with \(s_i\ge0\). Divide the nonzero columns by \(s_i\) and complete them to an orthonormal basis, the columns of \(W\). This gives \(MV=W\,\mathrm{diag}(s)\), also for singular \(M\).

**Bound on the overlaps.** Let \(c_i\) be column \(i\) of \(CV\), a unit vector. Then

\[
0\le\|c_i-DD^Tc_i\|^2=1-\|D^Tc_i\|^2=1-s_i^2 ,
\]

because \(D^Tc_i\) is column \(i\) of \(MV\). Hence \(0\le s_i\le1\).

**Choice of rotation.** For \(U=WV^T\), \(\mathrm{tr}(U^TM)=\mathrm{tr}(W^TMV)=\sum_i s_i\), while \(\mathrm{tr}(M^TM)=\sum_i s_i^2\). Since \(s_i^2\le s_i\),

\[
\|C-DU\|^2=2\sum_i(1-s_i)\le2\sum_i(1-s_i^2)=\|CC^T-DD^T\|^2 .
\]

**Reverse estimate.** For any orthogonal \(U\), the two trace formulas give

\[
2\|C-DU\|^2-\|CC^T-DD^T\|^2=2\|M-U\|^2\ge0 .
\]

**Equality.** If \(M=0\), both squared distances equal \(2k\) for every \(U\). Two orthogonal unit vectors are an example, so the constant 1 in the main bound can't be lowered.

## The Lean source

```lean
import Mathlib

open Matrix

namespace OrbitalAlignment

variable {m n k : Type*} [Fintype m] [Fintype n] [Fintype k] [DecidableEq k]

/-- The Frobenius norm of a real matrix: the root of the sum of its squared entries. -/
noncomputable def frob (A : Matrix n m ℝ) : ℝ := √(∑ i, ∑ j, A i j ^ 2)

/-- The Frobenius norm is nonnegative. -/
theorem frob_nonneg (A : Matrix n m ℝ) : 0 ≤ frob A := Real.sqrt_nonneg _

/-- The density matrix `C Cᵀ` of the orbitals stored in the columns of `C`. -/
def density (C : Matrix n k ℝ) : Matrix n n ℝ := C * Cᵀ

/-- The squared Frobenius distance of two matrices, expanded into traces. -/
theorem frob_sub_sq (A B : Matrix n m ℝ) :
    frob (A - B) ^ 2 = trace (Aᵀ * A) + trace (Bᵀ * B) - 2 * trace (Bᵀ * A) := by
  have hsq : frob (A - B) ^ 2 = trace ((A - B)ᵀ * (A - B)) := by
    unfold frob
    rw [Real.sq_sqrt (by positivity), Finset.sum_comm]
    simp only [trace, diag_apply, mul_apply, transpose_apply, pow_two]
  have hc : trace (Aᵀ * B) = trace (Bᵀ * A) := by
    rw [← trace_transpose, transpose_mul, transpose_transpose]
  rw [hsq, transpose_sub, Matrix.sub_mul, Matrix.mul_sub, Matrix.mul_sub,
    trace_sub, trace_sub, trace_sub, hc]
  ring

/-- For orthonormal orbitals and an orthogonal rotation `U`, the orbital distance is fixed by
the trace of `Uᵀ` times the overlap matrix `Dᵀ C`. -/
theorem orbital_dist_sq {C D : Matrix n k ℝ} {U : Matrix k k ℝ}
    (hC : Cᵀ * C = 1) (hD : Dᵀ * D = 1) (hU : Uᵀ * U = 1) :
    frob (C - D * U) ^ 2 = 2 * Fintype.card k - 2 * trace (Uᵀ * (Dᵀ * C)) := by
  have h : (D * U)ᵀ * (D * U) = 1 := by
    rw [transpose_mul, Matrix.mul_assoc, ← Matrix.mul_assoc Dᵀ, hD, Matrix.one_mul, hU]
  rw [frob_sub_sq, h, hC, trace_one, transpose_mul, Matrix.mul_assoc]
  ring

/-- For orthonormal orbitals, the distance of the density matrices is fixed by the sum of the
squared orbital overlaps. -/
theorem density_dist_sq {C D : Matrix n k ℝ} (hC : Cᵀ * C = 1) (hD : Dᵀ * D = 1) :
    frob (density C - density D) ^ 2
      = 2 * Fintype.card k - 2 * trace ((Dᵀ * C)ᵀ * (Dᵀ * C)) := by
  have hp : ∀ X : Matrix n k ℝ, Xᵀ * X = 1 →
      trace ((X * Xᵀ)ᵀ * (X * Xᵀ)) = Fintype.card k := by
    intro X h
    rw [transpose_mul, transpose_transpose, Matrix.mul_assoc, ← Matrix.mul_assoc Xᵀ X, h,
      Matrix.one_mul, trace_mul_comm, h, trace_one]
  have hx : trace ((D * Dᵀ)ᵀ * (C * Cᵀ)) = trace ((Dᵀ * C)ᵀ * (Dᵀ * C)) := by
    calc _ = trace ((D * (Dᵀ * C)) * Cᵀ) := by
          simp only [transpose_mul, transpose_transpose, Matrix.mul_assoc]
      _ = trace (Cᵀ * (D * (Dᵀ * C))) := trace_mul_comm _ _
      _ = _ := by simp only [transpose_mul, transpose_transpose, Matrix.mul_assoc]
  unfold density
  rw [frob_sub_sq, hp C hC, hp D hD, hx]
  ring

/-- Bessel's inequality for orbitals: the squared overlaps of one orbital of an orthonormal set
`C` with all orbitals of an orthonormal set `D` sum to at most one. -/
theorem overlap_bessel {C D : Matrix n k ℝ} (hC : Cᵀ * C = 1) (hD : Dᵀ * D = 1) (i : k) :
    ((Dᵀ * C)ᵀ * (Dᵀ * C)) i i ≤ 1 := by
  -- the part of `C` outside the span of `D` has a nonnegative squared norm
  have hR : (C - D * (Dᵀ * C))ᵀ * (C - D * (Dᵀ * C)) = 1 - (Dᵀ * C)ᵀ * (Dᵀ * C) := by
    have h1 : Cᵀ * (D * (Dᵀ * C)) = (Dᵀ * C)ᵀ * (Dᵀ * C) := by
      simp only [transpose_mul, transpose_transpose, Matrix.mul_assoc]
    have h2 : (D * (Dᵀ * C))ᵀ * C = (Dᵀ * C)ᵀ * (Dᵀ * C) := by
      rw [transpose_mul D, Matrix.mul_assoc]
    have h3 : (D * (Dᵀ * C))ᵀ * (D * (Dᵀ * C)) = (Dᵀ * C)ᵀ * (Dᵀ * C) := by
      rw [transpose_mul D, Matrix.mul_assoc, ← Matrix.mul_assoc Dᵀ D, hD, Matrix.one_mul]
    rw [transpose_sub, Matrix.sub_mul, Matrix.mul_sub, Matrix.mul_sub, h1, h2, h3, hC]
    abel
  have h0 : 0 ≤ ((C - D * (Dᵀ * C))ᵀ * (C - D * (Dᵀ * C))) i i := by
    rw [mul_apply]
    exact Finset.sum_nonneg fun l _ => mul_self_nonneg ((C - D * (Dᵀ * C)) l i)
  rw [hR, Matrix.sub_apply, one_apply_eq] at h0
  linarith

/-- Singular value decomposition of a real square matrix: orthogonal `W`, `V` and nonnegative
`s` exist with `M V = W diag(s)`. -/
theorem exists_svd (M : Matrix k k ℝ) : ∃ (W V : Matrix k k ℝ) (s : k → ℝ),
    Wᵀ * W = 1 ∧ Vᵀ * V = 1 ∧ (∀ i, 0 ≤ s i) ∧ M * V = W * diagonal s := by
  have key : ∀ b : OrthonormalBasis k ℝ (EuclideanSpace ℝ k),
      (of fun i j => (b j).ofLp i)ᵀ * (of fun i j => (b j).ofLp i) = (1 : Matrix k k ℝ) := by
    intro b
    ext i j
    have h := orthonormal_iff_ite.mp b.orthonormal i j
    rw [PiLp.inner_apply] at h
    rw [mul_apply, one_apply, ← h]
    exact Finset.sum_congr rfl fun l _ => mul_comm _ _
  have hH : (Mᵀ * M).IsHermitian := by
    change (Mᵀ * M)ᴴ = Mᵀ * M
    rw [conjTranspose_eq_transpose_of_trivial, transpose_mul, transpose_transpose]
  obtain ⟨V, hVdef⟩ : ∃ V : Matrix k k ℝ,
    V = of fun i j => (hH.eigenvectorBasis j).ofLp i := ⟨_, rfl⟩
  have hV : Vᵀ * V = 1 := by rw [hVdef]; exact key _
  have hE : Mᵀ * M * V = V * diagonal hH.eigenvalues := by
    ext i j
    rw [mul_diagonal, hVdef]
    exact (congrFun (hH.mulVec_eigenvectorBasis j) i).trans (mul_comm _ _)
  obtain ⟨N, hN⟩ : ∃ N, N = M * V := ⟨_, rfl⟩
  -- the columns of `N = M V` are mutually orthogonal
  have hG : Nᵀ * N = diagonal hH.eigenvalues := by
    rw [hN, transpose_mul, Matrix.mul_assoc, ← Matrix.mul_assoc Mᵀ, hE,
      ← Matrix.mul_assoc, hV, Matrix.one_mul]
  have hsum : ∀ i j, ∑ l, N l i * N l j = diagonal hH.eigenvalues i j := by
    intro i j
    rw [← hG, mul_apply]
    rfl
  have hex : ∀ j, ∃ t : ℝ, 0 ≤ t ∧ t * t = hH.eigenvalues j := by
    intro j
    refine ⟨√(hH.eigenvalues j), Real.sqrt_nonneg _, Real.mul_self_sqrt ?_⟩
    rw [← diagonal_apply_eq hH.eigenvalues j, ← hsum]
    exact Finset.sum_nonneg fun l _ => mul_self_nonneg _
  choose s hs0 hs2 using hex
  let w : k → EuclideanSpace ℝ k := fun j => WithLp.toLp 2 fun i => (s j)⁻¹ * N i j
  have hin : ∀ i j, inner ℝ (w i) (w j)
      = (s i)⁻¹ * (s j)⁻¹ * diagonal hH.eigenvalues i j := by
    intro i j
    rw [PiLp.inner_apply, ← hsum, Finset.mul_sum]
    refine Finset.sum_congr rfl fun l _ => ?_
    change ((s j)⁻¹ * N l j) * ((s i)⁻¹ * N l i) = _
    ring
  have hon : Orthonormal ℝ (Set.domRestrict {j | s j ≠ 0} w) := by
    classical
    rw [orthonormal_iff_ite]
    rintro ⟨i, hi⟩ ⟨j, hj⟩
    change inner ℝ (w i) (w j) = _
    rw [hin]
    by_cases h : i = j
    · subst h
      have hi' : s i ≠ 0 := hi
      rw [diagonal_apply_eq, ← hs2, if_pos rfl]
      field_simp
    · simp [h]
  -- complete the normalised nonzero columns to an orthonormal basis
  obtain ⟨b, hb⟩ := hon.exists_orthonormalBasis_extension_of_card_eq finrank_euclideanSpace
  refine ⟨of fun i j => (b j).ofLp i, V, s, key b, hV, hs0, ?_⟩
  rw [← hN]
  ext i j
  rw [mul_diagonal, of_apply]
  by_cases h : s j = 0
  · have h0 := hsum j j
    rw [diagonal_apply_eq, ← hs2, h, mul_zero,
      Finset.sum_eq_zero_iff_of_nonneg fun l _ => mul_self_nonneg _] at h0
    rw [h, mul_zero]
    exact mul_self_eq_zero.mp (h0 i (Finset.mem_univ i))
  · rw [hb j h]
    change N i j = (s j)⁻¹ * N i j * s j
    field_simp

/-- Orbital alignment: two equally large sets of real orthonormal orbitals, given by their
coefficients in a common orthonormal basis, can be matched by an orthogonal rotation `U` so that the
orbitals differ by no more than their density matrices do. -/
theorem exists_alignment {C D : Matrix n k ℝ} (hC : Cᵀ * C = 1) (hD : Dᵀ * D = 1) :
    ∃ U : Matrix k k ℝ, Uᵀ * U = 1 ∧ frob (C - D * U) ≤ frob (density C - density D) := by
  obtain ⟨M, hM⟩ : ∃ M, M = Dᵀ * C := ⟨_, rfl⟩
  obtain ⟨W, V, s, hW, hV, hs, hMV⟩ := exists_svd M
  have hV' : V * Vᵀ = 1 := mul_eq_one_comm.mp hV
  have hU : (W * Vᵀ)ᵀ * (W * Vᵀ) = 1 := by
    rw [transpose_mul, transpose_transpose, Matrix.mul_assoc, ← Matrix.mul_assoc Wᵀ, hW,
      Matrix.one_mul, hV']
  have hG : (M * V)ᵀ * (M * V) = diagonal fun i => s i * s i := by
    rw [hMV, transpose_mul, diagonal_transpose, Matrix.mul_assoc, ← Matrix.mul_assoc Wᵀ, hW,
      Matrix.one_mul, diagonal_mul_diagonal]
  -- singular values of the overlap are at most one: Bessel for the rotated orbitals `C V`
  have hle : ∀ i, s i * s i ≤ 1 := by
    intro i
    have hCV : (C * V)ᵀ * (C * V) = 1 := by
      rw [transpose_mul, Matrix.mul_assoc, ← Matrix.mul_assoc Cᵀ, hC, Matrix.one_mul, hV]
    have h := overlap_bessel hCV hD i
    have hDM : Dᵀ * (C * V) = M * V := by rw [hM, Matrix.mul_assoc]
    rwa [hDM, hG, diagonal_apply_eq] at h
  have h1 : trace ((W * Vᵀ)ᵀ * M) = ∑ i, s i := by
    rw [transpose_mul, transpose_transpose, Matrix.mul_assoc, trace_mul_comm,
      Matrix.mul_assoc, hMV, ← Matrix.mul_assoc, hW, Matrix.one_mul, trace_diagonal]
  have h2 : trace (Mᵀ * M) = ∑ i, s i * s i := by
    rw [← trace_diagonal, ← hG, transpose_mul, Matrix.mul_assoc, trace_mul_comm Vᵀ,
      Matrix.mul_assoc, Matrix.mul_assoc, hV', Matrix.mul_one]
  have h3 : ∑ i, s i * s i ≤ ∑ i, s i :=
    Finset.sum_le_sum fun i _ => by nlinarith [hs i, hle i]
  refine ⟨W * Vᵀ, hU, (sq_le_sq₀ (frob_nonneg _) (frob_nonneg _)).mp ?_⟩
  rw [orbital_dist_sq hC hD hU, density_dist_sq hC hD, ← hM, h1, h2]
  linarith

/-- Reverse estimate: for orthonormal orbitals and any orthogonal rotation `U`, the density
matrices differ by at most `√2` times the orbital distance. -/
theorem density_dist_le {C D : Matrix n k ℝ} {U : Matrix k k ℝ}
    (hC : Cᵀ * C = 1) (hD : Dᵀ * D = 1) (hU : Uᵀ * U = 1) :
    frob (density C - density D) ≤ √2 * frob (C - D * U) := by
  refine (sq_le_sq₀ (frob_nonneg _)
    (mul_nonneg (Real.sqrt_nonneg _) (frob_nonneg _))).mp ?_
  -- the defect is twice the squared distance between `U` and the overlap matrix
  have h := frob_sub_sq (Dᵀ * C) U
  rw [hU, trace_one] at h
  rw [mul_pow, Real.sq_sqrt (by norm_num : (0 : ℝ) ≤ 2), orbital_dist_sq hC hD hU,
    density_dist_sq hC hD]
  nlinarith [sq_nonneg (frob (Dᵀ * C - U))]

/-- Sharpness: if two sets of orthonormal orbitals have zero mutual overlap, the orbital distance
equals the density-matrix distance for every orthogonal rotation `U`. -/
theorem alignment_sharp {C D : Matrix n k ℝ} {U : Matrix k k ℝ}
    (hC : Cᵀ * C = 1) (hD : Dᵀ * D = 1) (hU : Uᵀ * U = 1) (h0 : Dᵀ * C = 0) :
    frob (C - D * U) = frob (density C - density D) := by
  refine (sq_eq_sq₀ (frob_nonneg _) (frob_nonneg _)).mp ?_
  rw [orbital_dist_sq hC hD hU, density_dist_sq hC hD, h0, Matrix.mul_zero, Matrix.mul_zero]

end OrbitalAlignment
```

```lean
#print axioms OrbitalAlignment.exists_alignment
-- 'OrbitalAlignment.exists_alignment' depends on axioms: [propext, Classical.choice, Quot.sound]
#print axioms OrbitalAlignment.density_dist_le
-- 'OrbitalAlignment.density_dist_le' depends on axioms: [propext, Classical.choice, Quot.sound]
#print axioms OrbitalAlignment.alignment_sharp
-- 'OrbitalAlignment.alignment_sharp' depends on axioms: [propext, Classical.choice, Quot.sound]
```

## Reading the theorems and their proofs

In Lean, `n` and `k` are finite index types for basis functions and occupied orbitals; the number written \(k\) above is `Fintype.card k`. The norm is `frob`. The matrix `density C` is \(CC^T\), the projector for one spin channel, without the factor 2 of a closed-shell density matrix. The hypotheses `hC` and `hD` state orthonormality, and `Uᵀ * U = 1` makes the square matrix `U` orthogonal.

`exists_alignment` is the main bound, `density_dist_le` the reverse estimate and `alignment_sharp` the equality at zero overlap.

`frob_sub_sq` expands the square, and `orbital_dist_sq` and `density_dist_sq` turn it into the two trace formulas, with `trace_mul_comm` moving factors cyclically. `exists_svd` builds the decomposition and treats zero and nonzero columns separately. `overlap_bessel` bounds the diagonal of \(M^TM\) by one; `exists_alignment` applies it to \(CV\). There `nlinarith` derives \(s_i^2\le s_i\), and `sq_le_sq₀` passes from squared norms to norms.

## Normalisation, moving bases and the choice of U

Normalisation matters. Take \(C=(1/2,0)^T\) and \(D=(0,1)^T\), so that \(U=\pm1\). Then \(\|C-DU\|=\sqrt5/2\approx1.118\), but \(\|CC^T-DD^T\|=\sqrt{17}/4\approx1.031\). Columns of \(C\) with length at most one are therefore not enough.

The theorems compare coefficients in one common orthonormal basis. With atom-centred functions, each geometry has its own overlap matrix \(S\), and \(S^{1/2}\) times the atomic-orbital coefficients gives orthonormal columns. The bound then holds for these columns, but it leaves out the motion of the basis functions themselves, so it is not a bound on the distance between the orbitals as functions in space.

Complex orbitals and fractional occupations lie outside the hypotheses. `exists_alignment` states that a suitable `U` exists; the formula \(WV^T\) appears only in its proof. Nothing is stated about uniqueness or smooth dependence on geometry, and when \(M\) is singular, \(WV^T\) does depend on how \(W\) was completed.
